# The cavity Green function and the identity $z-\Delta=\Sigma+1/G_{oo}$

In a dynamical mean-field (DMFT) iteration one holds, at each complex frequency $z$, a self-energy $\Sigma$, computes the diagonal entry $G_{oo}$ of the lattice Green function $G$ at a chosen site $o$, and forms the inverse Weiss field $\Sigma+1/G_{oo}$ of the impurity problem. The cavity construction describes the same quantity differently. Remove site $o$, let $G^{(o)}$ be the Green function of the remaining lattice and $T$ the hopping matrix, and form the hybridization
$$\Delta=\sum_{i,j\neq o}T_{oi}\,G^{(o)}_{ij}\,T_{jo}.$$
The inverse Weiss field is then $z-\Delta$. For a finite lattice with $T_{oo}=0$ and $G_{oo}\neq0$, the two expressions agree, as a matter of linear algebra, when the self-energy is one complex number shared by all sites and unchanged by the removal of $o$. That form of the self-energy is put in by definition. The many-body argument that motivates it in infinite dimensions, and the limit of an infinite lattice, are not treated.

## Definitions

```lean
import Mathlib

open Matrix Finset
open scoped ComplexOrder

namespace CavityConstruction

noncomputable section

variable {n : Type*} [Fintype n] [DecidableEq n]
```

The type `n` is the set of site labels. It may be any finite set, and `Matrix n n ℂ` is a complex square matrix indexed by sites. The entry $A_{ij}$ is written `A i j`.

```lean
/-- The sites of the cavity lattice: all sites except `o`. -/
abbrev Cav (o : n) : Type _ := {i : n // i ≠ o}
```

`Cav o` is the set of sites $i$ with $i\neq o$. An element carries a site together with the proof that it differs from $o$, and that proof is written `i.2` below. If $o$ is the only site, the set is empty and every sum over it vanishes.

```lean
/-- The matrix `A` with row and column `o` removed. -/
def cavity (A : Matrix n n ℂ) (o : n) : Matrix (Cav o) (Cav o) ℂ :=
  A.submatrix Subtype.val Subtype.val
```

`cavity A o` is the matrix $A^{(o)}$ with entries $A^{(o)}_{ij}=A_{ij}$ for $i,j\neq o$, that is, $A$ with row and column $o$ deleted.

```lean
/-- The matrix `G_ij - G_io G_oj / G_oo` on the cavity sites. -/
def cavityGreen (G : Matrix n n ℂ) (o : n) : Matrix (Cav o) (Cav o) ℂ :=
  Matrix.of fun i j => G i j - G i o * G o j / G o o
```

`cavityGreen G o` is the matrix on the cavity sites with entries
$$G^{(o)}_{ij}=G_{ij}-\frac{G_{io}G_{oj}}{G_{oo}}.$$
At this stage it is only a formula built from $G$; that it inverts $A^{(o)}$ is a theorem. The comments in the code write `G0` for it.

```lean
/-- The hybridization `∑_{i,j ≠ o} T_oi G0_ij T_jo` of site `o` through a cavity
propagator `G0`. -/
def hybridization (T : Matrix n n ℂ) (o : n) (G0 : Matrix (Cav o) (Cav o) ℂ) : ℂ :=
  ∑ i : Cav o, ∑ j : Cav o, T o i * G0 i j * T j o
```

`hybridization T o G0` is the double sum $\sum_{i,j\neq o}T_{oi}\,(G0)_{ij}\,T_{jo}$: a hop between $o$ and $i$, propagation in the cavity, a hop between $j$ and $o$. Both matrices are free arguments, so the definition can also be applied with $A$ in place of $T$.

```lean
/-- The inverse lattice Green function `(z - S) - T` for a scalar self-energy `S` and a
hopping matrix `T`. -/
def invGreen (z S : ℂ) (T : Matrix n n ℂ) : Matrix n n ℂ :=
  (z - S) • (1 : Matrix n n ℂ) - T
```

`invGreen z S T` is $A=(z-\Sigma)\,\mathbb 1-T$, with `S` for $\Sigma$ and $\mathbb 1$ the identity matrix. The convention is that $T$ is the one-particle Hamiltonian matrix itself, so a model written with $-t$ on each bond has $T_{ij}=-t$ there. A chemical potential is absorbed in $z$. One frequency is treated at a time, with a single orbital per site and no spin index.

## Removing a site from an invertible matrix

```lean
omit [Fintype n] in
/-- The identity matrix on the cavity sites has the entries of the full identity matrix. -/
theorem one_cavity (o : n) (i j : Cav o) :
    (1 : Matrix (Cav o) (Cav o) ℂ) i j = (1 : Matrix n n ℂ) i j := by
  by_cases h : i = j
  · subst h
    rw [one_apply_eq, one_apply_eq]
  · rw [one_apply_ne h, one_apply_ne (fun e => h (Subtype.ext e))]
```

The Kronecker symbol $\delta_{ij}$ on the cavity sites is the restriction of the one on all sites. The proof treats $i=j$ and $i\neq j$ separately.

```lean
/-- If `A G = 1`, the sum over intermediate sites other than `o` is
`∑_{k ≠ o} A_ik G_kj = δ_ij - A_io G_oj`. -/
theorem sum_off_site {A G : Matrix n n ℂ} (h : A * G = 1) (o i j : n) :
    ∑ k : Cav o, A i k * G k j = (1 : Matrix n n ℂ) i j - A i o * G o j := by
  have hs : ∑ k ∈ univ.erase o, A i k * G k j = ∑ k : Cav o, A i k * G k j :=
    Finset.sum_subtype _ (by simp) (fun k => A i k * G k j)
  rw [← h, mul_apply, ← Finset.add_sum_erase univ (fun k => A i k * G k j) (mem_univ o), hs]
  ring
```

Items in brackets before the colon are variables and hypotheses, and the claim follows the colon. The hypothesis `h : A * G = 1` says that $G$ is a right inverse of $A$. By hand, write the $(i,j)$ entry of $AG=\mathbb 1$ and separate the term $k=o$:
$$\sum_{k\neq o}A_{ik}G_{kj}=\delta_{ij}-A_{io}G_{oj}.\tag{1}$$
Here $i$ and $j$ range over all sites, $o$ included. In the proof, `rw` rewrites the goal with known equations: `← h` replaces $\mathbb 1$ by $AG$, `mul_apply` expands the product as a sum, `Finset.add_sum_erase` splits off $k=o$, and `hs` identifies the remainder with the sum over `Cav o`.

```lean
/-- If `G` is the inverse of `A` and `G_oo ≠ 0`, then `G_ij - G_io G_oj / G_oo` is the
two-sided inverse of `A` with row and column `o` removed. -/
theorem cavity_inverse {A G : Matrix n n ℂ} (h : A * G = 1) (o : n) (hG : G o o ≠ 0) :
    cavity A o * cavityGreen G o = 1 ∧ cavityGreen G o * cavity A o = 1 ∧
      (cavity A o)⁻¹ = cavityGreen G o := by
  have e : G o o * (G o o)⁻¹ = 1 := mul_inv_cancel₀ hG
  have key : cavity A o * cavityGreen G o = 1 := by
    ext i j
    calc (cavity A o * cavityGreen G o) i j
        = ∑ k : Cav o, (A i k * G k j - A i k * G k o * (G o j / G o o)) := by
          rw [mul_apply]
          refine sum_congr rfl fun k _ => ?_
          simp only [cavity, cavityGreen, submatrix_apply, of_apply]
          ring
      _ = (1 : Matrix (Cav o) (Cav o) ℂ) i j := by
          -- the paths through `o` cancel against the subtracted term
          rw [sum_sub_distrib, ← sum_mul, sum_off_site h o i j, sum_off_site h o i o,
            one_apply_ne i.2, one_cavity]
          linear_combination (A i o * G o j) * e
  exact ⟨key, mul_eq_one_comm.mp key, inv_eq_right_inv key⟩
```

If $AG=\mathbb 1$ and $G_{oo}\neq0$, then $A^{(o)}G^{(o)}=\mathbb 1$, $G^{(o)}A^{(o)}=\mathbb 1$, and the inverse `(cavity A o)⁻¹` equals $G^{(o)}$. The symbol `∧` means "and". For $i,j\neq o$, use (1) twice, once with column $j$ and once with column $o$, where $\delta_{io}=0$:
$$\sum_{k\neq o}A_{ik}G^{(o)}_{kj}=\sum_{k\ne o}A_{ik}G_{kj}-\frac{G_{oj}}{G_{oo}}\sum_{k\neq o}A_{ik}G_{ko}
=\delta_{ij}-A_{io}G_{oj}+\frac{G_{oj}}{G_{oo}}A_{io}G_{oo}=\delta_{ij}.$$
The `calc` block is this chain. `ext i j` passes to entries, the first step multiplies out the summand, and the second applies `sum_off_site h o i j` and `sum_off_site h o i o`. The command `linear_combination (A i o * G o j) * e` finishes by checking that the two sides differ by $A_{io}G_{oj}$ times the equation `e`, which is $G_{oo}G_{oo}^{-1}=1$. For finite square matrices a right inverse is also a left inverse (`mul_eq_one_comm`) and is the inverse (`inv_eq_right_inv`). Lean gives the value zero to $x/0$ and to the inverse of a singular matrix; the hypothesis `hG` keeps both cases out here and in `cavity_weiss_field`.

```lean
/-- If `G` is the inverse of `A`, the matrix `A` with row and column `o` removed is
invertible exactly when `G_oo ≠ 0`. -/
theorem cavity_isUnit_iff {A G : Matrix n n ℂ} (h : A * G = 1) (o : n) :
    IsUnit (cavity A o).det ↔ G o o ≠ 0 := by
  constructor
  · intro hu h0
    -- column `o` of `G` lies in the kernel of the cavity matrix
    have hk : cavity A o *ᵥ (fun k : Cav o => G k o) = 0 := by
      funext i
      have hi := sum_off_site h o i o
      rw [one_apply_ne i.2, h0, mul_zero, sub_zero] at hi
      exact hi
    have hg : (fun k : Cav o => G k o) = 0 := by
      by_contra hne
      exact hu.ne_zero (Matrix.exists_mulVec_eq_zero_iff.mp ⟨_, hne, hk⟩)
    have hz : ∀ k : Cav o, G k o = 0 := fun k => congrFun hg k
    have h1 := sum_off_site h o o o
    simp [hz, h0] at h1
  · intro hG
    have hd := congrArg det (cavity_inverse h o hG).1
    rw [det_mul, det_one] at hd
    exact isUnit_iff_ne_zero.mpr (left_ne_zero_of_mul_eq_one hd)
```

`IsUnit (cavity A o).det` says that $\det A^{(o)}$ is an invertible complex number, so nonzero, and `↔` is "if and only if". The theorem states that, given $AG=\mathbb 1$, the cavity matrix is invertible exactly when $G_{oo}\neq0$.

For the forward direction, suppose that $\det A^{(o)}\neq0$ and $G_{oo}=0$. Let $g$ be the vector with components $g_k=G_{ko}$ for $k\neq o$. Equation (1) with $i\neq o$ and $j=o$ gives $(A^{(o)}g)_i=0-A_{io}G_{oo}=0$, which is `hk` (the symbol `*ᵥ` is matrix times vector). A matrix with nonzero determinant annihilates no nonzero vector, so $g=0$, which is `hg`. Then (1) with $i=j=o$ reads $0=1-A_{oo}\cdot0$, a contradiction, found in `h1`. For the backward direction, take the determinant of $A^{(o)}G^{(o)}=\mathbb 1$ to get $\det A^{(o)}\det G^{(o)}=1$, so the first factor is nonzero.

```lean
/-- If `G` is the inverse of `A` and `G_oo ≠ 0`, then
`A_oo - ∑_{i,j ≠ o} A_oi G0_ij A_jo = 1 / G_oo` with `G0_ij = G_ij - G_io G_oj / G_oo`. -/
theorem schur_local {A G : Matrix n n ℂ} (h : A * G = 1) (o : n) (hG : G o o ≠ 0) :
    A o o - hybridization A o (cavityGreen G o) = 1 / G o o := by
  have e : G o o * (G o o)⁻¹ = 1 := mul_inv_cancel₀ hG
  have h' : G * A = 1 := mul_eq_one_comm.mp h
  -- the sum over `j` collapses by `G A = 1`
  have hin : ∀ i : Cav o, ∑ j : Cav o, A o i * cavityGreen G o i j * A j o
      = A o i * G i o * (-(G o o)⁻¹) := by
    intro i
    calc ∑ j : Cav o, A o i * cavityGreen G o i j * A j o
        = A o i * (∑ j : Cav o, G i j * A j o)
            - A o i * G i o * (G o o)⁻¹ * ∑ j : Cav o, G o j * A j o := by
          rw [mul_sum, mul_sum, ← sum_sub_distrib]
          refine sum_congr rfl fun k _ => ?_
          simp only [cavityGreen, of_apply]
          ring
      _ = A o i * G i o * (-(G o o)⁻¹) := by
          rw [sum_off_site h' o i o, sum_off_site h' o o o, one_apply_ne i.2, one_apply_eq]
          linear_combination (A o i * G i o * A o o) * e
  -- the sum over `i` collapses by `A G = 1`
  rw [hybridization, sum_congr rfl fun i _ => hin i, ← sum_mul, sum_off_site h o o o,
    one_apply_eq]
  linear_combination (-A o o) * e
```

For any $A$ with $AG=\mathbb 1$ and $G_{oo}\neq0$,
$$A_{oo}-\sum_{i,j\neq o}A_{oi}G^{(o)}_{ij}A_{jo}=\frac1{G_{oo}}.\tag{2}$$
Since $G^{(o)}=(A^{(o)})^{-1}$, the left side is the Schur complement of the cavity block. Do the sum over $j$ first. Because $GA=\mathbb 1$ as well (`h'`), equation (1) holds with the roles exchanged, $\sum_{j\neq o}G_{aj}A_{jo}=\delta_{ao}-G_{ao}A_{oo}$ for any site $a$. Taking $a=i\neq o$ and $a=o$,
$$\sum_{j\neq o}G^{(o)}_{ij}A_{jo}=-G_{io}A_{oo}-\frac{G_{io}}{G_{oo}}\left(1-G_{oo}A_{oo}\right)=-\frac{G_{io}}{G_{oo}}.$$
Multiplied by $A_{oi}$, this is `hin`. The sum over $i$ then uses (1) with both outer indices equal to $o$:
$$-\frac1{G_{oo}}\sum_{i\neq o}A_{oi}G_{io}=-\frac{1-A_{oo}G_{oo}}{G_{oo}}=A_{oo}-\frac1{G_{oo}}.$$
Subtracting this from $A_{oo}$ gives (2). The last `rw` carries out the sum over $i$, and each `linear_combination` cancels one factor $G_{oo}G_{oo}^{-1}$.

## The lattice Green function

```lean
/-- Let `G` be the inverse of `(z - S) - T` with `T_oo = 0` and `G_oo ≠ 0`. Then the cavity
inverse is `G0_ij = G_ij - G_io G_oj / G_oo` and `z - ∑ T_oi G0_ij T_jo = S + 1 / G_oo`. -/
theorem cavity_weiss_field {z S : ℂ} {T G : Matrix n n ℂ} (o : n)
    (h : invGreen z S T * G = 1) (hT : T o o = 0) (hG : G o o ≠ 0) :
    (cavity (invGreen z S T) o)⁻¹ = cavityGreen G o ∧
      z - hybridization T o (cavity (invGreen z S T) o)⁻¹ = S + 1 / G o o := by
  have hinv := (cavity_inverse h o hG).2.2
  refine ⟨hinv, ?_⟩
  have hs := schur_local h o hG
  have hoo : invGreen z S T o o = z - S := by simp [invGreen, hT]
  -- the off-diagonal entries of `A` are `-T`, and the two signs cancel
  have hhyb : hybridization (invGreen z S T) o (cavityGreen G o)
      = hybridization T o (cavityGreen G o) := by
    refine sum_congr rfl fun i _ => sum_congr rfl fun j _ => ?_
    have e1 : invGreen z S T o i = -T o i := by
      simp [invGreen, one_apply_ne (Ne.symm i.2)]
    have e2 : invGreen z S T j o = -T j o := by
      simp [invGreen, one_apply_ne j.2]
    rw [e1, e2]
    ring
  rw [hoo, hhyb] at hs
  rw [hinv]
  linear_combination hs
```

This is the main theorem. The hypotheses are `h`, that $G$ inverts $A=(z-\Sigma)\mathbb 1-T$; `hT`, that $T_{oo}=0$; and `hG`, that $G_{oo}\neq0$. The numbers $z$ and $\Sigma$ are arbitrary complex numbers. The matrix $T$ need not be Hermitian, and its diagonal entries at sites other than $o$ are unrestricted, so on-site energies elsewhere are allowed. The conclusions are $(A^{(o)})^{-1}=G^{(o)}$ and
$$z-\Delta=\Sigma+\frac1{G_{oo}},\qquad \Delta=\sum_{i,j\neq o}T_{oi}\left[(A^{(o)})^{-1}\right]_{ij}T_{jo}.$$
The hybridization in the statement is built from the inverse of the cavity matrix, so it describes propagation on the lattice with $o$ removed and the same $\Sigma$ on the remaining sites.

By hand, $A_{oo}=z-\Sigma-T_{oo}=z-\Sigma$, which is `hoo`. For $i,j\neq o$ the identity matrix does not contribute, so $A_{oi}=-T_{oi}$ and $A_{jo}=-T_{jo}$ (`e1`, `e2`). The two signs cancel, and the double sum in (2) equals $\Delta$, which is `hhyb` together with `hinv`. Equation (2) becomes $z-\Sigma-\Delta=1/G_{oo}$, and `linear_combination hs` moves $\Sigma$ to the other side.

```lean
/-- For Hermitian hopping `T` and `Im (z - S) ≠ 0` the matrix `(z - S) - T` is invertible. -/
theorem invGreen_isUnit {z S : ℂ} {T : Matrix n n ℂ} (hT : T.IsHermitian)
    (hz : (z - S).im ≠ 0) : IsUnit (invGreen z S T).det := by
  rw [isUnit_iff_ne_zero]
  intro h
  obtain ⟨v, hv, h0⟩ := Matrix.exists_mulVec_eq_zero_iff.mpr h
  have h1 : T *ᵥ v = (z - S) • v := by
    rw [invGreen, sub_mulVec, smul_mulVec, one_mulVec, sub_eq_zero] at h0
    exact h0.symm
  have h2 : star v ⬝ᵥ T *ᵥ v = star (T *ᵥ v) ⬝ᵥ v := by
    rw [star_mulVec, hT.eq, dotProduct_mulVec]
  rw [h1, star_smul, dotProduct_smul, smul_dotProduct, smul_eq_mul, smul_eq_mul] at h2
  have h3 : star v ⬝ᵥ v ≠ 0 := fun h => hv (dotProduct_star_self_eq_zero.mp h)
  have h4 := congrArg Complex.im (mul_right_cancel₀ h3 h2)
  rw [Complex.star_def, Complex.conj_im] at h4
  exact hz (by linarith)
```

If $T$ is Hermitian, $T^\dagger=T$, and $\operatorname{Im}(z-\Sigma)\neq0$, then $\det A\neq0$. Put $w=z-\Sigma$ and suppose that the determinant vanishes. Then some vector $v\neq0$ has $Av=0$, that is $Tv=wv$ (`h1`). Hermiticity gives $v^\dagger Tv=(Tv)^\dagger v$ (`h2`, where `star` is complex conjugation and `⬝ᵥ` the plain dot product, so that `star v ⬝ᵥ v` is $v^\dagger v$). Inserting $Tv=wv$ on both sides yields $w\,v^\dagger v=\bar w\,v^\dagger v$, with $\bar w$ the conjugate of $w$. The vector is not normalised, but $v^\dagger v\neq0$ (`h3`) and can be cancelled, leaving $w=\bar w$. The imaginary parts give $\operatorname{Im}w=-\operatorname{Im}w$ (`h4`), so $\operatorname{Im}w=0$, against the hypothesis.

```lean
/-- For Hermitian `T` with `T_oo = 0` and `Im (z - S) ≠ 0`, with `A = (z - S) - T`: the entry
`(A⁻¹)_oo` is nonzero and `z - ∑ T_oi G0_ij T_jo = S + 1 / (A⁻¹)_oo`, `G0` the cavity inverse. -/
theorem cavity_weiss_field_hermitian {z S : ℂ} {T : Matrix n n ℂ} (o : n)
    (hH : T.IsHermitian) (hT : T o o = 0) (hz : (z - S).im ≠ 0) :
    (invGreen z S T)⁻¹ o o ≠ 0 ∧
      z - hybridization T o (cavity (invGreen z S T) o)⁻¹
        = S + 1 / (invGreen z S T)⁻¹ o o := by
  have h := mul_nonsing_inv _ (invGreen_isUnit hH hz)
  -- the cavity matrix has the same form, with the Hermitian cavity hopping
  have hc : cavity (invGreen z S T) o = invGreen z S (cavity T o) := by
    ext i j
    simp only [cavity, invGreen, submatrix_apply, Matrix.sub_apply, Matrix.smul_apply,
      one_cavity]
  have hH' : (cavity T o).IsHermitian := hH.submatrix _
  have hG := (cavity_isUnit_iff h o).mp (by rw [hc]; exact invGreen_isUnit hH' hz)
  exact ⟨hG, (cavity_weiss_field o h hT hG).2⟩
```

Here nothing is assumed about inverses. For Hermitian $T$ with $T_{oo}=0$ and $\operatorname{Im}(z-\Sigma)\neq0$, the theorem states that $(A^{-1})_{oo}\neq0$ and $z-\Delta=\Sigma+1/(A^{-1})_{oo}$. The previous theorem makes $A$ invertible, so $G=A^{-1}$ satisfies $AG=\mathbb 1$ (`h`). Deleting row and column $o$ preserves the form of the matrix, $A^{(o)}=(z-\Sigma)\mathbb 1-T^{(o)}$ with $T^{(o)}$ the cavity hopping (`hc`), and $T^{(o)}$ is again Hermitian (`hH'`). So $A^{(o)}$ is invertible for the same reason, `cavity_isUnit_iff` gives $G_{oo}\neq0$, and `cavity_weiss_field` applies. The condition on the imaginary part is a hypothesis; it is met whenever $\operatorname{Im}z>0$ and $\operatorname{Im}\Sigma\le0$. The theorem says nothing about frequencies at which $z-\Sigma$ is real.

## A dimer

```lean
/-- A dimer with unit hopping, `z = 3` and `S = 1` meets the hypotheses of
`cavity_weiss_field` at site `0`, and its hybridization is `1 / 2`. -/
theorem cavity_weiss_field_witness :
    invGreen 3 1 !![0, 1; 1, 0] * !![2 / 3, 1 / 3; 1 / 3, 2 / 3] = 1 ∧
      (!![0, 1; 1, 0] : Matrix (Fin 2) (Fin 2) ℂ) 0 0 = 0 ∧
      (!![2 / 3, 1 / 3; 1 / 3, 2 / 3] : Matrix (Fin 2) (Fin 2) ℂ) 0 0 ≠ 0 ∧
      hybridization !![0, 1; 1, 0] 0 (cavity (invGreen 3 1 !![0, 1; 1, 0]) 0)⁻¹ = 1 / 2 := by
  have h : invGreen 3 1 !![0, 1; 1, 0] * !![2 / 3, 1 / 3; 1 / 3, 2 / 3] = 1 := by
    ext i j
    fin_cases i <;> fin_cases j <;>
      simp [invGreen, Matrix.mul_apply, Fin.sum_univ_succ, Matrix.one_apply] <;> norm_num
  have h0 : (!![2 / 3, 1 / 3; 1 / 3, 2 / 3] : Matrix (Fin 2) (Fin 2) ℂ) 0 0 = 2 / 3 := rfl
  have hG : (!![2 / 3, 1 / 3; 1 / 3, 2 / 3] : Matrix (Fin 2) (Fin 2) ℂ) 0 0 ≠ 0 := by
    rw [h0]
    norm_num
  refine ⟨h, rfl, hG, ?_⟩
  have hw := (cavity_weiss_field 0 h rfl hG).2
  rw [h0] at hw
  linear_combination -hw

end

end CavityConstruction
```

The notation `!![0, 1; 1, 0]` lists a matrix row by row. The sites are $0$ and $1$, the chosen site is $o=0$, and $z=3$, $\Sigma=1$. Then
$$T=\begin{pmatrix}0&1\\1&0\end{pmatrix},\qquad A=\begin{pmatrix}2&-1\\-1&2\end{pmatrix},\qquad G=\frac13\begin{pmatrix}2&1\\1&2\end{pmatrix}.$$
The theorem states that $AG=\mathbb 1$, $T_{00}=0$, $G_{00}\neq0$ and $\Delta=1/2$. Since $z-\Sigma=2$ is real, this case falls under `cavity_weiss_field` and not under the Hermitian version.

By hand, the first row of $AG$ is $\left(\tfrac{4-1}{3},\tfrac{2-2}{3}\right)=(1,0)$ and the second is $\left(\tfrac{-2+2}{3},\tfrac{-1+4}{3}\right)=(0,1)$. The cavity is the single site $1$, with $A^{(0)}=(2)$ and inverse $1/2$. The formula gives the same number:
$$G^{(0)}_{11}=G_{11}-\frac{G_{10}G_{01}}{G_{00}}=\frac23-\frac{1/9}{2/3}=\frac23-\frac16=\frac12.$$
Hence $\Delta=T_{01}G^{(0)}_{11}T_{10}=1/2$ and $z-\Delta=5/2$, while $\Sigma+1/G_{00}=1+3/2=5/2$. The Lean proof reaches $\Delta$ from the other end. It checks $AG=\mathbb 1$ entry by entry (`fin_cases` runs through the four index pairs), applies the main theorem to obtain $3-\Delta=1+1/(2/3)$ in `hw`, and solves for $\Delta$.

```lean
#print axioms CavityConstruction.cavity_weiss_field_hermitian
-- 'CavityConstruction.cavity_weiss_field_hermitian' depends on axioms: [propext, Classical.choice, Quot.sound]
```
